# Rock salt summed by octahedra diverges

An ion in a rock-salt crystal feels the Coulomb potential of all the other ions. One might try to compute it, with the ions taken as point charges, by starting from the nearest neighbours and adding the lattice in growing octahedra around the ion. Does the running total settle? It does not: the layer that brings the octahedron to size $m\ge1$ contributes more than $4m$ in absolute value, in the units fixed below.

```lean
import Mathlib

open Filter Topology

namespace RockSaltOctahedra

noncomputable section
```

Take the nearest-neighbour distance as the unit of length and put the reference ion at the origin. The ions are fixed point charges on a perfect lattice, and a site is an integer triple $n=(n_1,n_2,n_3)$. In Lean the coordinates are `n.1`, `n.2.1` and `n.2.2`.

```lean
/-- A site of the simple cubic lattice, in units of the nearest-neighbour distance. -/
abbrev Site := ℤ × ℤ × ℤ
```

Octahedra are the balls of the taxicab distance $t(n)=|n_1|+|n_2|+|n_3|$, a natural number.

```lean
/-- The taxicab distance `|n₁| + |n₂| + |n₃|` of a site from the origin. -/
def taxi (n : Site) : ℕ := n.1.natAbs + n.2.1.natAbs + n.2.2.natAbs
```

Coulomb's law uses the Euclidean distance $d(n)=\sqrt{n_1^2+n_2^2+n_3^2}$.

```lean
/-- The Euclidean distance of a site from the origin. -/
def distance (n : Site) : ℝ := √((n.1 : ℝ) ^ 2 + (n.2.1 : ℝ) ^ 2 + (n.2.2 : ℝ) ^ 2)
```

The charges alternate, $q(n)=(-1)^{n_1+n_2+n_3}$, in units of the ionic charge, with $+1$ at the origin. The exponent is an integer and may be negative.

```lean
/-- The alternating rock-salt charge `(-1)^(n₁+n₂+n₃)`. -/
def charge (n : Site) : ℝ := (-1 : ℝ) ^ (n.1 + n.2.1 + n.2.2)
```

Lean's finite sums need finite sets of sites, so shells and octahedra are cut out of a cube large enough to contain them.

```lean
/-- The cube of sites with all coordinates between `-M` and `M`. -/
def box (M : ℕ) : Finset Site :=
  Finset.Icc (-(M : ℤ)) M ×ˢ Finset.Icc (-(M : ℤ)) M ×ˢ Finset.Icc (-(M : ℤ)) M
```

The shell $S_m$ is the set of sites with $t(n)=m$.

```lean
/-- The surface of the octahedron of size `m`: the sites at taxicab distance `m`. -/
def shell (m : ℕ) : Finset Site := (box m).filter (fun n => taxi n = m)
```

The octahedron $O_M$ is the set of sites with $1\le t(n)\le M$. The reference ion is left out, and $O_0$ is empty.

```lean
/-- The solid octahedron of size `M` with the origin left out. -/
def octahedron (M : ℕ) : Finset Site :=
  (box M).filter (fun n => 1 ≤ taxi n ∧ taxi n ≤ M)
```

A finite set $s$ of ions produces at the origin the potential $V(s)=\sum_{n\in s} q(n)/d(n)$, with the Coulomb prefactor set to one.

```lean
/-- The electrostatic potential at the origin due to the ions in a finite set of sites. -/
def potential (s : Finset Site) : ℝ := ∑ n ∈ s, charge n / distance n
```

The cube removes nothing from the shell: if $t(n)=m$, then each $|n_i|\le m$. Membership in `shell m` therefore means exactly $t(n)=m$.

```lean
/-- The shell consists of all lattice sites at taxicab distance `m`. -/
theorem mem_shell {m : ℕ} {n : Site} : n ∈ shell m ↔ taxi n = m := by
  rw [shell, Finset.mem_filter]
  simp only [box, taxi, Finset.mem_product, Finset.mem_Icc]
  constructor
  · rintro ⟨_, h⟩
    exact h
  · intro h
    refine ⟨⟨⟨?_, ?_⟩, ⟨?_, ?_⟩, ⟨?_, ?_⟩⟩, h⟩ <;> omega
```

## Equal charges on a shell

An integer and its absolute value have the same parity, so $n_1+n_2+n_3=t(n)+2k$ for some integer $k$. Hence $q(n)=(-1)^{t(n)}$: all ions of $S_m$ carry the charge $(-1)^m$, and nothing cancels within a shell. The proof takes $k=(n_1+n_2+n_3-t(n))/2$, checks the equation with `omega` and then splits the power.

```lean
/-- The charge at a site is `-1` raised to its taxicab distance from the origin. -/
theorem charge_eq (n : Site) : charge n = (-1 : ℝ) ^ taxi n := by
  obtain ⟨k, hk⟩ : ∃ k : ℤ, n.1 + n.2.1 + n.2.2 = (taxi n : ℤ) + 2 * k := by
    refine ⟨(n.1 + n.2.1 + n.2.2 - (taxi n : ℤ)) / 2, ?_⟩
    unfold taxi
    omega
  have h2 : (-1 : ℝ) ^ (2 : ℤ) = 1 := by norm_num
  rw [charge, hk, zpow_add₀ (by norm_num), zpow_mul, h2, one_zpow, mul_one, zpow_natCast]
```

## Counting the ions

Consider the sector of $S_m$ with $n_1>0$ and $n_2\ge 0$. It can be matched with the pairs $(i,j)$, $0\le i,j<m$, as follows:

- if $n_3\ge 0$, set $(i,j)=(n_1-1,\;n_2)$, so that $i+j=m-1-n_3<m$;
- if $n_3<0$, set $(i,j)=(m-n_1,\;m-1-n_2)$, so that $i+j=m-1+|n_3|\ge m$.

The two halves fill complementary triangles of the square. In both cases $n_3=m-1-i-j$, which gives the inverse map, so the sector has $m^2$ sites. `Finset.card_nbij'` takes the two maps and asks that each lands in the right set and undoes the other; `omega` checks this case by case.

```lean
/-- A quarter sector of the shell, without the poles, holds `m²` sites. -/
theorem card_sector (m : ℕ) :
    ((shell m).filter (fun n => 0 < n.1 ∧ 0 ≤ n.2.1)).card = m ^ 2 := by
  have hsq : (Finset.range m ×ˢ Finset.range m).card = m ^ 2 := by simp [sq]
  rw [← hsq]
  -- the upper and the lower half of the sector fill two triangles of an m × m square
  refine Finset.card_nbij'
    (fun n => (if 0 ≤ n.2.2 then (n.1 - 1).toNat else ((m : ℤ) - n.1).toNat,
      if 0 ≤ n.2.2 then n.2.1.toNat else ((m : ℤ) - 1 - n.2.1).toNat))
    (fun p => (if p.1 + p.2 < m then (p.1 : ℤ) + 1 else (m : ℤ) - p.1,
      if p.1 + p.2 < m then (p.2 : ℤ) else (m : ℤ) - 1 - p.2,
      (m : ℤ) - 1 - p.1 - p.2)) ?_ ?_ ?_ ?_
  on_goal 1 => rintro ⟨a, b, c⟩ h
  on_goal 2 => rintro ⟨i, j⟩ h
  on_goal 3 => rintro ⟨a, b, c⟩ h
  on_goal 4 => rintro ⟨i, j⟩ h
  all_goals
    simp only [Finset.mem_coe, Finset.mem_filter, mem_shell, taxi, Finset.mem_product,
      Finset.mem_range, Prod.mk.injEq] at h ⊢
    split_ifs <;> omega
```

Quarter turns about the third axis carry the other three sectors onto this one. Only the poles $(0,0,\pm m)$ remain, and they are distinct when $m\ge 1$. Therefore
$$|S_m|=4m^2+2 .$$
In the proof, `h1`, `h2` and `h3` are the rotations, `hP` counts the poles, and `hsplit` says that every site falls into exactly one of the five classes. The hypothesis $m\ge1$ is needed: $S_0$ contains one site, the origin, while the formula would give two.

```lean
/-- The octahedral shell of size `m ≥ 1` holds exactly `4m² + 2` ions. -/
theorem card_shell {m : ℕ} (hm : 1 ≤ m) : (shell m).card = 4 * m ^ 2 + 2 := by
  have h0 := card_sector m
  -- quarter turns about the polar axis carry the other three sectors to the first
  have h1 : ((shell m).filter (fun n => n.1 ≤ 0 ∧ 0 < n.2.1)).card = m ^ 2 := by
    rw [← h0]
    refine Finset.card_nbij' (fun n => (n.2.1, -n.1, n.2.2))
      (fun n => (-n.2.1, n.1, n.2.2)) ?_ ?_ ?_ ?_ <;> rintro ⟨a, b, c⟩ h <;>
    simp only [Finset.mem_coe, Finset.mem_filter, mem_shell, taxi, neg_neg] at h ⊢ <;> omega
  have h2 : ((shell m).filter (fun n => n.1 < 0 ∧ n.2.1 ≤ 0)).card = m ^ 2 := by
    rw [← h0]
    refine Finset.card_nbij' (fun n => (-n.1, -n.2.1, n.2.2))
      (fun n => (-n.1, -n.2.1, n.2.2)) ?_ ?_ ?_ ?_ <;> rintro ⟨a, b, c⟩ h <;>
    simp only [Finset.mem_coe, Finset.mem_filter, mem_shell, taxi, neg_neg] at h ⊢ <;> omega
  have h3 : ((shell m).filter (fun n => 0 ≤ n.1 ∧ n.2.1 < 0)).card = m ^ 2 := by
    rw [← h0]
    refine Finset.card_nbij' (fun n => (-n.2.1, n.1, n.2.2))
      (fun n => (n.2.1, -n.1, n.2.2)) ?_ ?_ ?_ ?_ <;> rintro ⟨a, b, c⟩ h <;>
    simp only [Finset.mem_coe, Finset.mem_filter, mem_shell, taxi, neg_neg] at h ⊢ <;> omega
  have hP : ((shell m).filter (fun n => n.1 = 0 ∧ n.2.1 = 0)).card = 2 := by
    have hset : (shell m).filter (fun n => n.1 = 0 ∧ n.2.1 = 0)
        = {((0, 0, (m : ℤ)) : Site), ((0, 0, -(m : ℤ)) : Site)} := by
      ext ⟨a, b, c⟩
      simp only [Finset.mem_filter, mem_shell, taxi, Finset.mem_insert,
        Finset.mem_singleton, Prod.mk.injEq]
      omega
    rw [hset, Finset.card_pair]
    intro h
    have h' : (m : ℤ) = -(m : ℤ) := congrArg (fun n : Site => n.2.2) h
    omega
  -- every site lies in exactly one sector or is a pole
  have hsplit : (shell m).card
      = ((shell m).filter (fun n => 0 < n.1 ∧ 0 ≤ n.2.1)).card
      + ((shell m).filter (fun n => n.1 ≤ 0 ∧ 0 < n.2.1)).card
      + ((shell m).filter (fun n => n.1 < 0 ∧ n.2.1 ≤ 0)).card
      + ((shell m).filter (fun n => 0 ≤ n.1 ∧ n.2.1 < 0)).card
      + ((shell m).filter (fun n => n.1 = 0 ∧ n.2.1 = 0)).card := by
    simp only [Finset.card_filter, ← Finset.sum_add_distrib]
    rw [Finset.card_eq_sum_ones]
    refine Finset.sum_congr rfl ?_
    rintro ⟨a, b, c⟩ _
    dsimp only
    split_ifs <;> omega
  rw [hsplit, h0, h1, h2, h3, hP]
  ring
```

## Comparing the distances

Write $x,y,z$ for the absolute values of the coordinates. Then
$$(x+y+z)^2-(x^2+y^2+z^2)=2(xy+yz+zx)\ge 0,$$
$$3(x^2+y^2+z^2)-(x+y+z)^2=(x-y)^2+(y-z)^2+(z-x)^2\ge 0 .$$
Taking square roots gives $d(n)\le t(n)\le\sqrt3\,d(n)$. The products and squares on the right are the hints given to `nlinarith`.

```lean
/-- The Euclidean distance is at most the taxicab distance, which is at most `√3` times
the Euclidean one. -/
theorem distance_bounds (n : Site) :
    distance n ≤ taxi n ∧ (taxi n : ℝ) ≤ √3 * distance n := by
  have ht : (taxi n : ℝ) = |(n.1 : ℝ)| + |(n.2.1 : ℝ)| + |(n.2.2 : ℝ)| := by
    simp [taxi, Nat.cast_natAbs]
  have ha := abs_nonneg (n.1 : ℝ)
  have hb := abs_nonneg (n.2.1 : ℝ)
  have hc := abs_nonneg (n.2.2 : ℝ)
  rw [ht, distance, ← Real.sqrt_mul (by norm_num : (0 : ℝ) ≤ 3),
    ← sq_abs (n.1 : ℝ), ← sq_abs (n.2.1 : ℝ), ← sq_abs (n.2.2 : ℝ)]
  generalize |(n.1 : ℝ)| = x at *
  generalize |(n.2.1 : ℝ)| = y at *
  generalize |(n.2.2 : ℝ)| = z at *
  constructor
  · refine Real.sqrt_le_iff.mpr ⟨by positivity, ?_⟩
    nlinarith [mul_nonneg ha hb, mul_nonneg hb hc, mul_nonneg ha hc]
  · refine (le_abs_self _).trans (Real.abs_le_sqrt ?_)
    nlinarith [sq_nonneg (x - y), sq_nonneg (y - z), sq_nonneg (x - z)]
```

## The potential of one shell

Since the charges on $S_m$ are equal,
$$m\,|V(S_m)|=\sum_{n\in S_m}\frac{m}{d(n)} .$$
By the comparison of distances, with $t(n)=m\ge1$, each term lies between $1$ and $\sqrt3$. Multiplying by the number of ions gives
$$4m^2+2\;\le\; m\,|V(S_m)|\;\le\;\sqrt3\,(4m^2+2),$$
so $|V(S_m)|$ lies between $4m+2/m$ and $\sqrt3\,(4m+2/m)$: its magnitude is of order $m$, while its sign is $(-1)^m$. The three ingredients appear as `habs`, `hterm` and `hcard`.

```lean
/-- The potential of the shell of size `m ≥ 1`, multiplied by `m`, lies in absolute value
between the number of its ions and `√3` times that number. -/
theorem shell_potential_bounds {m : ℕ} (hm : 1 ≤ m) :
    4 * (m : ℝ) ^ 2 + 2 ≤ m * |potential (shell m)| ∧
      m * |potential (shell m)| ≤ √3 * (4 * (m : ℝ) ^ 2 + 2) := by
  have hm' : (0 : ℝ) < m := by exact_mod_cast hm
  -- equal charges: the absolute value is the sum of the inverse distances
  have habs : m * |potential (shell m)| = ∑ n ∈ shell m, (m : ℝ) / distance n := by
    have h : potential (shell m) = (-1 : ℝ) ^ m * ∑ n ∈ shell m, 1 / distance n := by
      rw [potential, Finset.mul_sum]
      refine Finset.sum_congr rfl fun n hn => ?_
      rw [charge_eq, mem_shell.mp hn, mul_one_div]
    have hnn : 0 ≤ ∑ n ∈ shell m, 1 / distance n :=
      Finset.sum_nonneg fun n _ => one_div_nonneg.mpr (Real.sqrt_nonneg _)
    rw [h, abs_mul, abs_pow, abs_neg, abs_one, one_pow, one_mul, abs_of_nonneg hnn,
      Finset.mul_sum]
    exact Finset.sum_congr rfl fun n _ => mul_one_div _ _
  have hterm : ∀ n ∈ shell m, 1 ≤ (m : ℝ) / distance n ∧ (m : ℝ) / distance n ≤ √3 := by
    intro n hn
    obtain ⟨h1, h2⟩ := distance_bounds n
    rw [mem_shell.mp hn] at h1 h2
    have hd : 0 < distance n := by
      have hd0 : 0 ≤ distance n := Real.sqrt_nonneg _
      rcases hd0.lt_or_eq with h | h
      · exact h
      · rw [← h, mul_zero] at h2
        linarith
    exact ⟨(one_le_div hd).mpr h1, (div_le_iff₀ hd).mpr h2⟩
  have hcard : ((shell m).card : ℝ) = 4 * (m : ℝ) ^ 2 + 2 := by
    rw [card_shell hm]
    push_cast
    ring
  have hlo := Finset.card_nsmul_le_sum (shell m) _ 1 fun n hn => (hterm n hn).1
  have hhi := Finset.sum_le_card_nsmul (shell m) _ (√3) fun n hn => (hterm n hn).2
  rw [nsmul_eq_mul, hcard] at hlo hhi
  rw [habs]
  exact ⟨by linarith, by linarith⟩
```

Because $4m^2<4m^2+2\le m\,|V(S_m)|$, division by $m>0$ yields $|V(S_m)|>4m$.

The smallest case is $m=1$: six neighbours of charge $-1$ at distance $1$ give $V(S_1)=-6$, and $6>4$. At $m=0$ the strict inequality fails. The only term is the origin's own $1/0$, which Lean evaluates as $0$, and $0<0$ is false.

```lean
/-- The shell of size `m ≥ 1` contributes a potential larger than `4m` in absolute value. -/
theorem four_mul_lt_shell_potential {m : ℕ} (hm : 1 ≤ m) :
    4 * (m : ℝ) < |potential (shell m)| := by
  have hm' : (0 : ℝ) < m := by exact_mod_cast hm
  have h := (shell_potential_bounds hm).1
  refine lt_of_mul_lt_mul_left ?_ hm'.le
  nlinarith
```

## Growing the octahedron

The octahedron $O_{M+1}$ is the disjoint union of $O_M$ and $S_{M+1}$, so
$$V(O_{M+1})=V(O_M)+V(S_{M+1}) .$$

```lean
/-- Enlarging the octahedron by one step adds the potential of one shell. -/
theorem potential_octahedron_succ (M : ℕ) :
    potential (octahedron (M + 1))
      = potential (octahedron M) + potential (shell (M + 1)) := by
  have hmem : ∀ (K : ℕ) (n : Site), n ∈ octahedron K ↔ 1 ≤ taxi n ∧ taxi n ≤ K := by
    intro K n
    rw [octahedron, Finset.mem_filter]
    simp only [box, taxi, Finset.mem_product, Finset.mem_Icc]
    constructor
    · rintro ⟨_, h⟩
      exact h
    · intro h
      refine ⟨⟨⟨?_, ?_⟩, ⟨?_, ?_⟩, ⟨?_, ?_⟩⟩, h⟩ <;> omega
  have hdisj : Disjoint (octahedron M) (shell (M + 1)) := by
    refine Finset.disjoint_left.mpr fun n h1 h2 => ?_
    rw [hmem] at h1
    rw [mem_shell] at h2
    omega
  have hunion : octahedron (M + 1) = octahedron M ∪ shell (M + 1) := by
    ext n
    rw [Finset.mem_union, hmem, hmem, mem_shell]
    omega
  rw [hunion]
  exact Finset.sum_union hdisj
```

Suppose $|V(O_M)|\le C$ for all $M$. Then $|V(S_{M+1})|\le 2C$, as a difference of two bounded potentials. Choose $M>C$. The shell bound gives $4(M+1)<2C<2M$, which is impossible for $M\ge0$. Thus for every real $C$ some octahedron has a potential larger than $C$ in absolute value.

```lean
/-- The potentials of the growing octahedra exceed every bound in absolute value. -/
theorem potential_octahedron_unbounded (C : ℝ) :
    ∃ M : ℕ, C < |potential (octahedron M)| := by
  by_contra hcon
  have hle : ∀ M : ℕ, |potential (octahedron M)| ≤ C :=
    fun M => le_of_not_gt fun h => hcon ⟨M, h⟩
  obtain ⟨M, hM⟩ := exists_nat_gt C
  have h1 := abs_le.mp (hle M)
  have h2 := abs_le.mp (hle (M + 1))
  have h3 := potential_octahedron_succ M
  have h4 := four_mul_lt_shell_potential (Nat.le_add_left 1 M)
  -- two bounded neighbours would bound the shell between them
  have h5 : |potential (shell (M + 1))| ≤ 2 * C :=
    abs_le.mpr ⟨by linarith [h1.2, h2.1], by linarith [h1.1, h2.2]⟩
  have h6 : (0 : ℝ) ≤ M := Nat.cast_nonneg M
  push_cast at h4
  linarith
```

## No limit

The final theorem has two parts. For every natural number $m\ge1$, the shell of size $m$ satisfies $|V(S_m)|>4m$. And there is no real $L$ such that $V(O_M)\to L$ as $M\to\infty$; this is the statement with `Tendsto`, where `atTop` stands for $M\to\infty$ and `𝓝 L` for the neighbourhoods of $L$. The second part follows because a convergent sequence is bounded.

For unscreened point charges on this ideal lattice, the potential at an ion, computed with a sharp octahedral cutoff centred on that ion, therefore does not converge as the cutoff grows. The theorem concerns this order of summation only and leaves open what other orders give.

```lean
/-- Rock salt summed by octahedra diverges: each shell of size `m ≥ 1` contributes more than
`4m` in absolute value, and the potentials of the growing octahedra have no limit. -/
theorem rock_salt_octahedra_diverge :
    (∀ m : ℕ, 1 ≤ m → 4 * (m : ℝ) < |potential (shell m)|) ∧
      ¬ ∃ L : ℝ, Tendsto (fun M : ℕ => potential (octahedron M)) atTop (𝓝 L) := by
  refine ⟨fun m hm => four_mul_lt_shell_potential hm, ?_⟩
  rintro ⟨L, hL⟩
  -- a convergent sequence is bounded
  obtain ⟨C, hC⟩ := hL.abs.bddAbove_range
  obtain ⟨M, hM⟩ := potential_octahedron_unbounded C
  exact not_le_of_gt hM (hC ⟨M, rfl⟩)

end

end RockSaltOctahedra
```

```lean
#print axioms RockSaltOctahedra.rock_salt_octahedra_diverge
```

```
'RockSaltOctahedra.rock_salt_octahedra_diverge' depends on axioms: [propext, Classical.choice, Quot.sound]
```
